# On three sites, the identity plus a positive one-way hop from the last site to the first gives a negative amplitude between some ordered fermion configurations

The theorem `not_signFree_long_hop` concerns non-interacting fermions on a line of three sites, with the one-particle step given by the real matrix that is the identity plus a single entry `t > 0`, a one-way hop from the last site to the first. Many-fermion amplitudes between configurations, each listed in increasing order of site, are minors of this matrix, and the step is called sign-free if all of them are nonnegative for every number of fermions. The theorem says that this step is not sign-free, whatever the positive value of `t`. The attempt assumes that it is and looks at two fermions going from the last two sites to the first two, an amplitude equal to `-t`, which should give the contradiction.

An attempt in Lean 4 with a fault in it:

```lean
import Mathlib

open Finset

namespace NotSignFreeLongHop

/-- A configuration of `k` fermions on a line of `M` sites: the occupied sites listed in
increasing order. -/
abbrev Config (k M : ℕ) := {s : Fin k → Fin M // StrictMono s}

noncomputable instance (k M : ℕ) : Fintype (Config k M) := Fintype.ofFinite _

/-- The amplitude for `k` fermions to go from configuration `c` to configuration `r` when each
particle is propagated by `G`: the minor of `G` with rows `r` and columns `c`. -/
def amplitude {k M : ℕ} (G : Matrix (Fin M) (Fin M) ℝ) (r c : Config k M) : ℝ :=
  (G.submatrix r.1 c.1).det

/-- A one-particle step is sign-free if its amplitudes between ordered configurations are
nonnegative for every number of fermions. -/
def SignFree {M : ℕ} (G : Matrix (Fin M) (Fin M) ℝ) : Prop :=
  ∀ (k : ℕ) (r c : Config k M), 0 ≤ amplitude G r c

/-- On three sites, the identity plus a single hop of positive amplitude `t` from the last site to
the first, over the middle one, is not sign-free. -/
theorem not_signFree_long_hop {t : ℝ} (ht : 0 < t) :
    ¬ SignFree (1 + t • Matrix.single (0 : Fin 3) (2 : Fin 3) (1 : ℝ)) := by
  intro h
  -- two fermions go from the last two sites to the first two
  have h1 := h 2 ⟨![0, 1], fun a b => by revert a b; decide⟩
    ⟨![1, 2], fun a b => by revert a b; decide⟩
  simp [amplitude, Matrix.det_fin_two, Matrix.single_apply, Matrix.one_apply] at h1
  linarith

end NotSignFreeLongHop
```

Lean reports:

```
Main.lean:32:2: error: linarith failed to find a contradiction
t : ℝ
ht : 0 < t
h : SignFree (1 + t • Matrix.single 0 2 1)
h1 :
  0 ≤
    Matrix.det
      (Matrix.vecCons (fun j => (if 0 = ![1, 2] j then 1 else 0) + if 2 = ![1, 2] j then t else 0)
        (Matrix.vecCons (fun j => if 1 = ![1, 2] j then 1 else 0) !![,,]))
⊢ False
failed
Main.lean:31:19: warning: This simp argument is unused:
  Matrix.det_fin_two

Hint: Omit it from the simp argument list.
  [apply] simp [amplitude, Matrix.single_apply, Matrix.one_apply] at h1

Note: This linter can be disabled with `set_option linter.unusedSimpArgs false`
```

Diagnosis. The error comes from `linarith`, but the trouble starts in the `simp` before it. In the reported `h1` the determinant is still there: `simp` has rewritten the submatrix inside it into rows built with `Matrix.vecCons`, and has not expanded the determinant itself. The warning agrees, listing `Matrix.det_fin_two` as unused. The messages do not say why that lemma failed to apply to the rewritten matrix. To `linarith` the unexpanded determinant is an unknown number with no known relation to `t`, so `h1` and `ht` do not contradict each other.

The repair expands first and simplifies afterwards. The `simp only` call is not given the lemmas that rewrite the submatrix into rows, so `Matrix.det_fin_two` applies, and `Matrix.submatrix_apply` turns the entries of the submatrix into entries of the original matrix. The plain `simp` then evaluates these, without needing `Matrix.single_apply` or `Matrix.one_apply` to be named. The determinant is `0 * 0 - t * 1`, so `h1` now says in effect that `t` is at most zero, and `linarith` closes the goal with `ht`.

This version goes through:

```diff
@@ -29,5 +29,6 @@
   have h1 := h 2 ⟨![0, 1], fun a b => by revert a b; decide⟩
     ⟨![1, 2], fun a b => by revert a b; decide⟩
-  simp [amplitude, Matrix.det_fin_two, Matrix.single_apply, Matrix.one_apply] at h1
+  simp only [amplitude, Matrix.det_fin_two, Matrix.submatrix_apply] at h1
+  simp at h1
   linarith
 
```
